# Electron and test-charge screened interactions differ by the exchange-correlation term $f\chi v$

Q: Put an exchange-correlation kernel into the polarizability, compute $W$, and use it as the potential that an electron feels. A term is then missing: the electron's own exchange-correlation response to the screening density. I know the term. What I doubt is that a statement about elements of a ring captures it.

A: Let's begin with the physics. Let $c_0$ be the independent-particle density response, $v$ the Coulomb interaction and $f$ the exchange-correlation kernel. A test charge $\rho$ produces the potential $v\rho$, which induces the density $\delta n=\chi v\rho$, where $\chi$ is the full response. A second test charge feels only electrostatics, $v\rho+v\,\delta n$. An electron feels $v\rho+(v+f)\,\delta n$. The difference is $f\chi v\rho$.

Q: That is the expanded form. In practice I invert dielectric matrices, and I want to see that those inverses give the same thing without commuting anything.

A: Take any kernel $k$ with $1-c_0k$ invertible, and set $X=(1-c_0k)^{-1}c_0$. Then $(1-c_0k)X=c_0$. Since $c_0(1-kc_0)=(1-c_0k)c_0$, also $X(1-kc_0)=c_0$. Therefore

$$(1-kc_0)(1+kX)=1-kc_0+k(1-c_0k)X=1,$$
$$(1+kX)(1-kc_0)=1-kc_0+kX(1-kc_0)=1,$$

so $(1-kc_0)^{-1}=1+kX$. For $k=v+f$ the response $X$ is $\chi$, and

$$(1-(v+f)c_0)^{-1}v=v+v\chi v+f\chi v.$$

Q: And Hedin's form, with the polarizability $P=(1-c_0f)^{-1}c_0$?

A: Here $c_0=(1-c_0f)P$, so

$$1-c_0(v+f)=(1-c_0f)-(1-c_0f)Pv=(1-c_0f)(1-Pv).$$

If the left side and $1-c_0f$ are invertible, so is $1-Pv$. The inversion formula, with $P$ in place of $c_0$ and $v$ in place of $k$, gives $(1-vP)^{-1}=1+vY$ with $Y=(1-Pv)^{-1}P$. Moreover,

$$(1-c_0(v+f))Y=(1-c_0f)(1-Pv)Y=(1-c_0f)P=c_0=(1-c_0(v+f))\chi.$$

Cancelling the invertible factor gives $Y=\chi$, hence $(1-vP)^{-1}v=v+v\chi v$. Subtracting the two interactions leaves $f\chi v$.

Q: Now the formal version. What are $c_0$, $v$ and $f$ there?

A: Elements of an arbitrary ring `R`, whose multiplication need not commute. For a calculation, read them as square matrices in a finite orthonormal basis at one fixed frequency, with products standing for integrals over the intermediate coordinate.

```lean
import Mathlib

namespace ScreenedInteractionVertex

noncomputable section

variable {R : Type*} [Ring R]
```

One definition serves both responses: `response c₀ (v + f)` is $\chi$, and `response c₀ f` is $P$.

```lean
/-- The response `(1 - c₀ k)⁻¹ c₀` obtained by dressing the independent-particle response `c₀`
with the kernel `k`, for `1 - c₀ k` invertible. The kernel `v + f` gives the full response `χ`,
the kernel `f` alone gives the polarizability `P`. -/
def response (c₀ k : R) : R := Ring.inverse (1 - c₀ * k) * c₀
```

Q: If the interactions were defined by their expansions, the theorem would be empty.

A: They are defined by their inverse dielectric formulas. The first is $(1-vP)^{-1}v$, between two test charges.

```lean
/-- The test-charge–test-charge interaction `(1 - v P)⁻¹ v` with the polarizability
`P = (1 - c₀ f)⁻¹ c₀`, for `1 - c₀ f` and `1 - v P` invertible. -/
def testChargeW (c₀ v f : R) : R := Ring.inverse (1 - v * response c₀ f) * v
```

The second is what an electron feels from a test charge.

```lean
/-- The electron–test-charge interaction `(1 - (v + f) c₀)⁻¹ v`,
for `1 - (v + f) c₀` invertible. -/
def electronW (c₀ v f : R) : R := Ring.inverse (1 - (v + f) * c₀) * v
```

`Ring.inverse` returns zero for a non-invertible element, so the formulas carry their physical meaning only where invertibility is assumed or proved.

Q: Which invertibility is assumed, and what does it stand for?

A: The main theorem, `screened_interactions`, assumes that $1-c_0f$ and $1-c_0(v+f)$ are invertible. For matrices, failure of the second means that a nonzero density sustains itself without an external field, $\delta n=c_0(v+f)\delta n$, as at an undamped excitation. Failure of the first means the same with exchange-correlation feedback alone. From these assumptions the theorem concludes that $1-vP$ is invertible, that `testChargeW` equals $v+v\chi v$, and that `electronW` equals `testChargeW` plus $f\chi v$.

Q: Hedin's vertex is a three-point function. Where is it?

A: It isn't there. The kernel $f$ is a two-point object, and $P=(1-c_0f)^{-1}c_0$ is taken here as a definition, not derived from many-body theory. The statement also takes over the assumption that an electron's exchange-correlation potential changes by $f\,\delta n$. Within that two-point model, $f\chi v$ is what separates a $GW$ calculation that corrects only the polarizability from one that also lets the electron respond through $f$. The self-energy itself does not appear, nor do questions of convergence or of unbounded operators in infinite space.

Q: Then show me the proof. Does it follow your algebra?

A: Closely. The first lemma gives the left and right equations for $X$. Its `hswap` is the step that moves $c_0$ through the dielectric factor.

```lean
/-- If `1 - c₀ k` is invertible, the dressed response `X` solves `(1 - c₀ k) X = c₀` and also
the mirrored equation `X (1 - k c₀) = c₀`. -/
theorem response_equations {c₀ k : R} (h : IsUnit (1 - c₀ * k)) :
    (1 - c₀ * k) * response c₀ k = c₀ ∧ response c₀ k * (1 - k * c₀) = c₀ := by
  constructor
  · unfold response
    rw [← mul_assoc, Ring.mul_inverse_cancel _ h, one_mul]
  · -- move `c₀` through the dielectric factor
    have hswap : c₀ * (1 - k * c₀) = (1 - c₀ * k) * c₀ := by noncomm_ring
    unfold response
    rw [mul_assoc, hswap, ← mul_assoc, Ring.inverse_mul_cancel _ h, one_mul]
```

Next comes the inversion formula. The facts `h1` and `h2` are the two displayed products; both are needed because a one-sided inverse in a general ring need not be two-sided. Together they form the unit `u`, from which the inverse is read off.

```lean
/-- If `1 - c₀ k` is invertible, so is the dielectric function `1 - k c₀`, and its inverse is
`1 + k X` with the dressed response `X`. -/
theorem inverse_dielectric {c₀ k : R} (h : IsUnit (1 - c₀ * k)) :
    IsUnit (1 - k * c₀) ∧ Ring.inverse (1 - k * c₀) = 1 + k * response c₀ k := by
  obtain ⟨hl, hr⟩ := response_equations h
  have h1 : (1 - k * c₀) * (1 + k * response c₀ k) = 1 := by
    calc (1 - k * c₀) * (1 + k * response c₀ k)
        = 1 - k * c₀ + k * ((1 - c₀ * k) * response c₀ k) := by noncomm_ring
      _ = 1 := by rw [hl, sub_add_cancel]
  have h2 : (1 + k * response c₀ k) * (1 - k * c₀) = 1 := by
    calc (1 + k * response c₀ k) * (1 - k * c₀)
        = 1 - k * c₀ + k * (response c₀ k * (1 - k * c₀)) := by noncomm_ring
      _ = 1 := by rw [hr, sub_add_cancel]
  let u : Rˣ := ⟨1 - k * c₀, 1 + k * response c₀ k, h1, h2⟩
  exact ⟨⟨u, rfl⟩, Ring.inverse_unit u⟩
```

The factorization replaces $c_0$ by $(1-c_0f)P$ in the Coulomb term and pulls out the common left factor.

```lean
/-- If `1 - c₀ f` is invertible, the full denominator splits into an exchange-correlation factor
and a Coulomb factor: `1 - c₀ (v + f) = (1 - c₀ f) (1 - P v)`. -/
theorem denominator_factorization {c₀ f : R} (v : R) (hf : IsUnit (1 - c₀ * f)) :
    1 - c₀ * (v + f) = (1 - c₀ * f) * (1 - response c₀ f * v) := by
  calc 1 - c₀ * (v + f) = (1 - c₀ * f) - c₀ * v := by noncomm_ring
    _ = (1 - c₀ * f) - ((1 - c₀ * f) * response c₀ f) * v := by
        rw [(response_equations hf).1]
    _ = (1 - c₀ * f) * (1 - response c₀ f * v) := by
        rw [mul_sub, mul_one, mul_assoc]
```

Q: That controls $1-Pv$, but Hedin's formula contains $1-vP$.

A: The next lemma makes the passage. It strips off the invertible factor $1-c_0f$, then uses `inverse_dielectric` once in each direction to exchange $Pv$ and $vP$. The result is an equivalence: given that $1-c_0f$ is invertible, $1-vP$ is invertible exactly when $1-c_0(v+f)$ is.

```lean
/-- If `1 - c₀ f` is invertible, the dielectric function `1 - v P` is invertible exactly when
the denominator `1 - c₀ (v + f)` of the full response is. -/
theorem dielectric_isUnit_iff {c₀ f : R} (v : R) (hf : IsUnit (1 - c₀ * f)) :
    IsUnit (1 - v * response c₀ f) ↔ IsUnit (1 - c₀ * (v + f)) := by
  have hfac := denominator_factorization v hf
  obtain ⟨u, hu⟩ := hf
  rw [hfac, ← hu, Units.isUnit_units_mul]
  exact ⟨fun h => (inverse_dielectric h).1, fun h => (inverse_dielectric h).1⟩
```

The identity $Y=\chi$ says that dressing with $f$ and then with $v$ is the same as dressing once with $v+f$. The proof multiplies both sides by $1-c_0(v+f)$, reduces each to $c_0$, and cancels.

```lean
/-- If `1 - c₀ f` and `1 - c₀ (v + f)` are invertible, dressing `c₀` first with `f` and then
with `v` gives the same response as dressing it once with `v + f`. -/
theorem response_two_steps {c₀ v f : R} (hf : IsUnit (1 - c₀ * f))
    (h : IsUnit (1 - c₀ * (v + f))) :
    response (response c₀ f) v = response c₀ (v + f) := by
  have hP : IsUnit (1 - response c₀ f * v) :=
    (inverse_dielectric ((dielectric_isUnit_iff v hf).2 h)).1
  -- both sides solve the same linear equation
  apply h.mul_left_cancel
  rw [(response_equations h).1, denominator_factorization v hf, mul_assoc,
    (response_equations hP).1, (response_equations hf).1]
```

Q: So the main theorem only has to assemble these?

A: Yes. `hvP` is the invertibility of $1-vP$. `hW` expands its inverse and replaces the two-step response by $\chi$. For the electron, `inverse_dielectric h` supplies $1+(v+f)\chi$ and also the invertibility that `electronW` needs; `noncomm_ring` then separates the $v$ and $f$ contributions without changing the order of any product.

```lean
/-- Let `1 - c₀ (v + f)` and `1 - c₀ f` be invertible, and let `χ` be the full response and `P` the
polarizability. Then `1 - v P` is invertible, the test-charge interaction `(1 - v P)⁻¹ v` equals
`v + v χ v`, and the electron–test-charge interaction equals the test-charge interaction plus the
term `f χ v`. -/
theorem screened_interactions {c₀ v f : R} (hf : IsUnit (1 - c₀ * f))
    (h : IsUnit (1 - c₀ * (v + f))) :
    IsUnit (1 - v * response c₀ f) ∧
    testChargeW c₀ v f = v + v * response c₀ (v + f) * v ∧
    electronW c₀ v f = testChargeW c₀ v f + f * response c₀ (v + f) * v := by
  have hvP := (dielectric_isUnit_iff v hf).2 h
  have hPv := (inverse_dielectric hvP).1
  have hW : testChargeW c₀ v f = v + v * response c₀ (v + f) * v := by
    unfold testChargeW
    rw [(inverse_dielectric hPv).2, response_two_steps hf h, add_mul, one_mul]
  refine ⟨hvP, hW, ?_⟩
  -- the electron feels the induced density through `v + f` instead of `v`
  rw [hW]
  unfold electronW
  rw [(inverse_dielectric h).2]
  noncomm_ring
```

Q: Could $f\chi v$ vanish although $f$ does not?

A: In general it could, for instance if $c_0=0$. If $c_0$ and $v$ are also invertible, it cannot. From $f\chi v=0$, cancel $v$ to get $f\chi=0$. The right-hand response equation then gives

$$fc_0=f\chi(1-(v+f)c_0)=0,$$

and cancelling $c_0$ leaves $f=0$. The converse is immediate. The proof below takes these steps in this order.

```lean
/-- Let `1 - c₀ (v + f)`, `1 - c₀ f`, `c₀` and `v` be invertible. Then an electron and a test
charge feel the same screened interaction with a test charge only if `f = 0`, and if `f = 0`
they do. -/
theorem electronW_eq_testChargeW_iff {c₀ v f : R} (hf : IsUnit (1 - c₀ * f))
    (h : IsUnit (1 - c₀ * (v + f))) (hc : IsUnit c₀) (hv : IsUnit v) :
    electronW c₀ v f = testChargeW c₀ v f ↔ f = 0 := by
  have hdiff := (screened_interactions hf h).2.2
  constructor
  · intro heq
    have h0 : f * response c₀ (v + f) * v = 0 := by
      have h1 := hdiff.symm.trans heq
      calc f * response c₀ (v + f) * v
          = (testChargeW c₀ v f + f * response c₀ (v + f) * v) - testChargeW c₀ v f := by abel
        _ = 0 := by rw [h1, sub_self]
    -- strip off `v`, then recover `c₀` from the full response
    have h2 : f * response c₀ (v + f) = 0 := by
      apply hv.mul_right_cancel
      rw [h0, zero_mul]
    apply hc.mul_right_cancel
    calc f * c₀ = f * (response c₀ (v + f) * (1 - (v + f) * c₀)) := by
          rw [(response_equations h).2]
      _ = 0 * c₀ := by rw [← mul_assoc, h2, zero_mul, zero_mul]
  · intro h0
    rw [hdiff, h0, zero_mul, zero_mul, add_zero]
```

Q: Invertible $c_0$ is a strong demand. A constant potential induces no density at fixed particle number.

A: Right, so this criterion needs a space from which the constant potentials have been removed, and on which $c_0$ has no other null vectors. The main theorem makes no such demand.

Q: Last doubt: is there a genuinely non-commuting case that meets its hypotheses?

A: A real $2\times2$ example does:

$$c_0=\begin{pmatrix}-1&0\\0&-2\end{pmatrix},\quad v=\begin{pmatrix}2&1\\1&2\end{pmatrix},\quad f=\begin{pmatrix}-\tfrac12&0\\0&0\end{pmatrix}.$$

The determinants of $1-c_0f$ and $1-c_0(v+f)$ are $\tfrac12$ and $\tfrac{21}{2}$, so both matrices are invertible. The upper right entry of $c_0v$ is $-1$, while that of $vc_0$ is $-2$. The proof checks the determinants and compares this entry, which Lean indexes as row 0, column 1. The numbers are chosen for simplicity and model no particular material.

```lean
/-- The real matrices `c₀ = diag(-1, -2)`, `v` with rows `(2, 1)` and `(1, 2)`, and
`f = diag(-1/2, 0)` make `1 - c₀ f` and `1 - c₀ (v + f)` invertible, and `c₀` and `v` do not
commute. -/
theorem screened_interactions_witness :
    let c₀ : Matrix (Fin 2) (Fin 2) ℝ := !![-1, 0; 0, -2]
    let v : Matrix (Fin 2) (Fin 2) ℝ := !![2, 1; 1, 2]
    let f : Matrix (Fin 2) (Fin 2) ℝ := !![-1/2, 0; 0, 0]
    IsUnit (1 - c₀ * f) ∧ IsUnit (1 - c₀ * (v + f)) ∧ c₀ * v ≠ v * c₀ := by
  intro c₀ v f
  refine ⟨?_, ?_, ?_⟩
  · rw [Matrix.isUnit_iff_isUnit_det, isUnit_iff_ne_zero, Matrix.det_fin_two]
    norm_num [c₀, f, Matrix.mul_apply, Fin.sum_univ_succ]
  · rw [Matrix.isUnit_iff_isUnit_det, isUnit_iff_ne_zero, Matrix.det_fin_two]
    norm_num [c₀, v, f, Matrix.mul_apply, Fin.sum_univ_succ]
  · intro hcomm
    have h01 := congrFun (congrFun hcomm 0) 1
    norm_num [c₀, v, Matrix.mul_apply, Fin.sum_univ_succ] at h01

end

end ScreenedInteractionVertex
```

```lean
#print axioms ScreenedInteractionVertex.electronW_eq_testChargeW_iff
```

```
'ScreenedInteractionVertex.electronW_eq_testChargeW_iff' depends on axioms: [propext, Classical.choice, Quot.sound]
```
